# Counting the single excitations reached by two-electron addition to a doubly ionised reference

Orbitals are elements of a type `α`, read as spin orbitals. A determinant is represented by the finite set of its occupied orbitals, without its phase. The reference determinant is $S$, with $N=|S|$ electrons, and $V$ is the set of virtual orbitals, with $v=|V|$. The ionised reference $R\subseteq S$ has $k$ electrons fewer, so $|S|=|R|+k$. All determinants share one set of orbitals, so there is no orbital relaxation on ionisation.

```lean
import Mathlib

open Finset

namespace MissedExcitations

variable {α : Type*} [DecidableEq α]
```

An $m$-fold excitation empties a set $I$ of $m$ orbitals (the holes) and fills a set $A\subseteq V$ of $m$ orbitals (the particles), giving $(S\setminus I)\cup A$. Write $\mathcal E_m(T)$ for the excitations with $I\subseteq T$, in Lean `excitations S T V m`. All $m$-fold excitations are obtained with $T=S$.

```lean
/-- The determinants obtained from the occupied set `S` by emptying `m` orbitals of `T` and then
filling `m` orbitals of `V`. If `T = S` and `V` is disjoint from `S`, these are all `m`-fold
excitations of `S` into `V`. -/
def excitations (S T V : Finset α) (m : ℕ) : Finset (Finset α) :=
  (T.powersetCard m ×ˢ V.powersetCard m).image fun p => (S \ p.1) ∪ p.2
```

Adding $k$ electrons to $R$ gives $R\cup P$, where $P$ is a set of $k$ orbitals from $(S\cup V)\setminus R$. Write $\mathcal A_k$ for these determinants, in Lean `additions S V R k`.

"Adding electrons" is easily misread as filling virtual orbitals only. With $P\subseteq V$ and $k=2$, every result would be a double excitation of $S$ and no single excitation would ever be reached. The orbitals that ionisation emptied must be available too.

```lean
/-- The determinants obtained by adding `k` electrons to `R`, in orbitals of `S ∪ V` that are
empty in `R`. -/
def additions (S V R : Finset α) (k : ℕ) : Finset (Finset α) :=
  (((S ∪ V) \ R).powersetCard k).image fun P => R ∪ P
```

## (a) Membership in the set of excitations

Show that $D\in\mathcal E_m(T)$ exactly when there are $I\subseteq T$ and $A\subseteq V$ with
$$|I|=|A|=m,\qquad D=(S\setminus I)\cup A.$$

The set $\mathcal E_m(T)$ is the image of all pairs $(I,A)$ of $m$-element subsets under $(I,A)\mapsto(S\setminus I)\cup A$. So $D$ belongs to it exactly when some such pair is mapped to $D$. The Lean proof unpacks the image and the product in one direction and rebuilds them in the other.

```lean
/-- A determinant belongs to `excitations S T V m` exactly when it arises from `S` by emptying a set
`I` of `m` orbitals of `T` and then filling a set `A` of `m` orbitals of `V`. -/
theorem mem_excitations {S T V D : Finset α} {m : ℕ} :
    D ∈ excitations S T V m ↔
      ∃ I A, (I ⊆ T ∧ I.card = m) ∧ (A ⊆ V ∧ A.card = m) ∧ D = (S \ I) ∪ A := by
  constructor
  · intro h
    obtain ⟨⟨I, A⟩, hp, hD⟩ := mem_image.mp h
    obtain ⟨hI, hA⟩ := mem_product.mp hp
    exact ⟨I, A, mem_powersetCard.mp hI, mem_powersetCard.mp hA, hD.symm⟩
  · rintro ⟨I, A, hI, hA, hD⟩
    exact mem_image.mpr ⟨(I, A),
      mem_product.mpr ⟨mem_powersetCard.mpr hI, mem_powersetCard.mpr hA⟩, hD.symm⟩
```

## (b) Replacing one orbital

Show that $D\in\mathcal E_1(S)$ exactly when, for some $i\in S$ and $a\in V$,
$$D=(S\setminus\{i\})\cup\{a\}.$$

For $m=1$, part (a) gives sets $I$ and $A$ with one element each, so $I=\{i\}$ and $A=\{a\}$. In Lean, `card_eq_one` supplies $i$ and $a$, and `key` identifies the union with `insert a (S.erase i)`.

```lean
/-- The members of `excitations S S V 1` (the single excitations, when `V` is disjoint from `S`) are
the sets obtained from `S` by emptying one orbital `i` of `S` and then filling one orbital `a` of
`V`. -/
theorem mem_single_excitations {S V D : Finset α} :
    D ∈ excitations S S V 1 ↔ ∃ i ∈ S, ∃ a ∈ V, D = insert a (S.erase i) := by
  have key : ∀ i a : α, (S \ {i}) ∪ {a} = insert a (S.erase i) := by
    intro i a
    ext x
    simp only [mem_union, mem_sdiff, mem_singleton, mem_insert, mem_erase]
    tauto
  rw [mem_excitations]
  constructor
  · rintro ⟨I, A, ⟨hI, hI1⟩, ⟨hA, hA1⟩, hD⟩
    obtain ⟨i, rfl⟩ := card_eq_one.mp hI1
    obtain ⟨a, rfl⟩ := card_eq_one.mp hA1
    exact ⟨i, hI (mem_singleton_self i), a, hA (mem_singleton_self a), hD.trans (key i a)⟩
  · rintro ⟨i, hi, a, ha, hD⟩
    exact ⟨{i}, {a}, ⟨singleton_subset_iff.mpr hi, card_singleton i⟩,
      ⟨singleton_subset_iff.mpr ha, card_singleton a⟩, hD.trans (key i a).symm⟩
```

## (c) Recovering holes and particles

Let $S\cap V=\emptyset$, $I\subseteq S$, $A\subseteq V$ and $D=(S\setminus I)\cup A$. Show that
$$S\setminus D=I,\qquad D\setminus S=A.$$

An orbital of $S$ is absent from $S\setminus I$ exactly when it lies in $I$, and $A$ contains no orbital of $S$ that could refill it. This gives the first equation. For the second, removing $S$ from $D$ deletes all of $S\setminus I$ and nothing from $A$. Lean compares membership orbital by orbital: `h1`, `h2` and `h3` state the three hypotheses for one orbital, and `tauto` does the logic.

```lean
/-- If occupied and virtual orbitals are disjoint, the holes `I` and the particles `A` can be
read off from the excited determinant. -/
theorem holes_and_particles {S V I A : Finset α} (hV : Disjoint S V) (hI : I ⊆ S) (hA : A ⊆ V) :
    S \ ((S \ I) ∪ A) = I ∧ ((S \ I) ∪ A) \ S = A := by
  constructor <;>
  · ext x
    have h1 : x ∈ I → x ∈ S := fun h => hI h
    have h2 : x ∈ A → x ∈ V := fun h => hA h
    have h3 : x ∈ S → x ∉ V := fun h => disjoint_left.mp hV h
    simp only [mem_sdiff, mem_union]
    tauto
```

## (d) The number of excitations

Let $S\cap V=\emptyset$ and $T\subseteq S$. Show that
$$|\mathcal E_m(T)|=\binom{|T|}{m}\binom{v}{m}.$$

There are $\binom{|T|}{m}$ choices of $I$ and $\binom vm$ choices of $A$. If $(I,A)$ and $(J,B)$ give the same determinant, part (c) recovers both pairs from it, so $I=J$ and $A=B$. No determinant is therefore counted twice. Lean reduces the count to this injectivity with `card_image_of_injOn`; `r` and `r'` are part (c) for the two pairs.

```lean
/-- For disjoint `S` and `V` and holes restricted to `T ⊆ S`, the number of `m`-fold excitations
is the number of choices of holes times the number of choices of particles. -/
theorem card_excitations {S T V : Finset α} (hV : Disjoint S V) (hT : T ⊆ S) (m : ℕ) :
    (excitations S T V m).card = T.card.choose m * V.card.choose m := by
  unfold excitations
  rw [card_image_of_injOn, card_product, card_powersetCard, card_powersetCard]
  -- distinct hole-particle choices give distinct determinants
  rintro ⟨I, A⟩ h ⟨J, B⟩ h' e
  obtain ⟨hI, hA⟩ := mem_product.mp (mem_coe.mp h)
  obtain ⟨hJ, hB⟩ := mem_product.mp (mem_coe.mp h')
  have r := holes_and_particles hV ((mem_powersetCard.mp hI).1.trans hT) (mem_powersetCard.mp hA).1
  have r' := holes_and_particles hV ((mem_powersetCard.mp hJ).1.trans hT) (mem_powersetCard.mp hB).1
  exact Prod.ext (r.1.symm.trans ((congrArg (fun D => S \ D) e).trans r'.1))
    (r.2.symm.trans ((congrArg (fun D => D \ S) e).trans r'.2))
```

## (e) Recognising an addition

Let $R\subseteq S$. Show that $D\in\mathcal A_k$ exactly when
$$R\subseteq D\subseteq S\cup V,\qquad |D|=|R|+k.$$

If $D=R\cup P$, the inclusions are immediate, and the sizes add because $P$ avoids $R$. Conversely, take $P=D\setminus R$. It has $k$ elements, lies in $(S\cup V)\setminus R$, and satisfies $R\cup P=D$. Lean makes the same choice, `D \ R`, and leaves the arithmetic to `omega`.

```lean
/-- For `R ⊆ S`, a determinant is reached by adding `k` electrons to `R` exactly when it
contains `R`, lies in the orbital space `S ∪ V` and has `k` electrons more than `R`. -/
theorem mem_additions {S V R D : Finset α} (hR : R ⊆ S) {k : ℕ} :
    D ∈ additions S V R k ↔ R ⊆ D ∧ D ⊆ S ∪ V ∧ D.card = R.card + k := by
  constructor
  · intro h
    obtain ⟨P, hP, rfl⟩ := mem_image.mp h
    obtain ⟨hP, hk⟩ := mem_powersetCard.mp hP
    have hd : (R ∪ P) \ R = P := by
      ext x
      have h1 : x ∈ P → x ∉ R := fun h => (mem_sdiff.mp (hP h)).2
      simp only [mem_sdiff, mem_union]
      tauto
    have hc := card_sdiff_add_card_eq_card (subset_union_left : R ⊆ R ∪ P)
    rw [hd] at hc
    exact ⟨subset_union_left, union_subset (hR.trans subset_union_left)
      (hP.trans sdiff_subset), by omega⟩
  · rintro ⟨h1, h2, h3⟩
    have hc := card_sdiff_add_card_eq_card h1
    exact mem_image.mpr ⟨D \ R, mem_powersetCard.mpr
      ⟨sdiff_subset_sdiff h2 (Subset.refl R), by omega⟩, union_sdiff_of_subset h1⟩
```

## (f) Which excitations are reached

Let $S\cap V=\emptyset$, $R\subseteq S$ and $|S|=|R|+k$. Show that
$$\mathcal E_m(S)\cap\mathcal A_k=\mathcal E_m(S\setminus R).$$

Let $D=(S\setminus I)\cup A$ be reached, so that $R\subseteq D$. An orbital $x\in I\cap R$ would lie in $D$, but it is not in $S\setminus I$, and it is not in $A$ because it belongs to $S$. Hence $I\subseteq S\setminus R$.

Conversely, if $I\subseteq S\setminus R$, then $R\subseteq S\setminus I\subseteq D\subseteq S\cup V$. The electron number is conserved, $|D|=(N-m)+m=N=|R|+k$, so part (e) applies.

In Lean, `rcases` separates the two places where $x$ could lie, and `c1` and `c2` provide the electron count.

```lean
/-- Let `R ⊆ S` have `k` electrons fewer than `S`, with `S` and `V` disjoint. The excitations of
`S` reached by adding `k` electrons to `R` are those whose holes all lie in `S \ R`. -/
theorem reached_eq {S V R : Finset α} (hV : Disjoint S V) (hR : R ⊆ S) {k : ℕ}
    (hk : S.card = R.card + k) (m : ℕ) :
    excitations S S V m ∩ additions S V R k = excitations S (S \ R) V m := by
  ext D
  rw [mem_inter, mem_additions hR, mem_excitations, mem_excitations]
  constructor
  · rintro ⟨⟨I, A, ⟨hI, hIm⟩, hA, rfl⟩, hRD, -, -⟩
    refine ⟨I, A, ⟨fun x hx => mem_sdiff.mpr ⟨hI hx, fun hxR => ?_⟩, hIm⟩, hA, rfl⟩
    -- a hole in `R` would be occupied in the result, so it would itself have to lie in `V`
    rcases mem_union.mp (hRD hxR) with h | h
    · exact (mem_sdiff.mp h).2 hx
    · exact disjoint_left.mp hV (hI hx) (hA.1 h)
  · rintro ⟨I, A, ⟨hI, hIm⟩, ⟨hA, hAm⟩, rfl⟩
    have hIS : I ⊆ S := hI.trans sdiff_subset
    refine ⟨⟨I, A, ⟨hIS, hIm⟩, ⟨hA, hAm⟩, rfl⟩, fun x hx => ?_,
      union_subset_union sdiff_subset hA, ?_⟩
    · exact mem_union_left _ (mem_sdiff.mpr ⟨hR hx, fun h => (mem_sdiff.mp (hI h)).2 hx⟩)
    · -- excitation conserves the number of electrons
      have hd : ((S \ I) ∪ A) \ A = S \ I := by
        ext x
        have h1 : x ∈ A → x ∉ S := fun h h' => disjoint_left.mp hV h' (hA h)
        simp only [mem_sdiff, mem_union]
        tauto
      have c1 := card_sdiff_add_card_eq_card (subset_union_right : A ⊆ (S \ I) ∪ A)
      have c2 := card_sdiff_add_card_eq_card hIS
      rw [hd] at c1
      omega
```

## (g) The number reached

Under the hypotheses of (f), show that
$$|\mathcal E_m(S)\cap\mathcal A_k|=\binom km\binom vm.$$

The allowed holes lie in $S\setminus R$, which has $k$ elements. Apply (d) with $T=S\setminus R$. For $m>k$ the count is zero. The Lean proof rewrites with (f), then (d), then the size `hSR`.

```lean
/-- Let `R ⊆ S` have `k` electrons fewer than `S`, with `S` and `V` disjoint. Adding `k` electrons
to `R` reaches exactly `C(k,m) C(v,m)` of the `m`-fold excitations of `S`, where `v = |V|`. -/
theorem card_reached {S V R : Finset α} (hV : Disjoint S V) (hR : R ⊆ S) {k : ℕ}
    (hk : S.card = R.card + k) (m : ℕ) :
    (excitations S S V m ∩ additions S V R k).card = k.choose m * V.card.choose m := by
  have hc := card_sdiff_add_card_eq_card hR
  have hSR : (S \ R).card = k := by omega
  rw [reached_eq hV hR hk, card_excitations hV sdiff_subset, hSR]
```

## (h) Single excitations reached and missed

Now let $k=2$, with the other hypotheses unchanged. Show that
$$|\mathcal E_1(S)|=Nv,\quad |\mathcal E_1(S)\cap\mathcal A_2|=2v,\quad |\mathcal E_1(S)\setminus\mathcal A_2|=(N-2)v.$$

The first two counts are (d) and (g) at $m=1$, and the third is their difference. Lean writes $N-2$ as `R.card` and cancels $2v$ from a sum. For $N=2$, $R$ is empty and nothing is missed.

```lean
/-- Let `R ⊆ S` have two electrons fewer than `S`, with `S` and `V` disjoint. Of the `N v` single
excitations, two-electron addition to `R` reaches `2 v` and misses `(N - 2) v`; here `N = |S|`,
`v = |V|` and `N - 2 = |R|`. -/
theorem single_excitation_counts {S V R : Finset α} (hV : Disjoint S V) (hR : R ⊆ S)
    (hN : S.card = R.card + 2) :
    (excitations S S V 1).card = S.card * V.card ∧
    (excitations S S V 1 ∩ additions S V R 2).card = 2 * V.card ∧
    (excitations S S V 1 \ additions S V R 2).card = R.card * V.card := by
  have h1 := card_excitations hV (Subset.refl S) 1
  have h2 := card_reached hV hR hN 1
  simp only [Nat.choose_one_right] at h1 h2
  refine ⟨h1, h2, ?_⟩
  have h3 := card_sdiff_add_card_inter (excitations S S V 1) (additions S V R 2)
  rw [h1, h2, hN, add_mul] at h3
  exact Nat.add_right_cancel h3
```

## (i) The fraction reached

Let also $v\ge1$. Show that
$$\frac{|\mathcal E_1(S)\cap\mathcal A_2|}{|\mathcal E_1(S)|}=\frac2N.$$

By (h) the ratio is $2v/(Nv)$, and $v\neq0$ cancels. Lean takes the ratio in `ℚ` and gets $v\neq0$ from `V.Nonempty`.

Particle-particle RPA can describe neutral excitations as two-electron additions to a doubly ionised reference. For uncorrelated single determinants in fixed orbitals, the count shows how many single excitations such a description leaves out: those whose hole lies in $R$. The fraction gives every excitation equal weight, spin flips included, and says nothing about energies.

```lean
/-- Let `R ⊆ S` have two electrons fewer than `S`, with `V` nonempty and disjoint from `S`.
Two-electron addition to `R` reaches the fraction `2 / N` of the single excitations of `S`,
where `N = |S|`. -/
theorem reached_fraction {S V R : Finset α} (hV : Disjoint S V) (hR : R ⊆ S)
    (hN : S.card = R.card + 2) (hv : V.Nonempty) :
    ((excitations S S V 1 ∩ additions S V R 2).card : ℚ) / (excitations S S V 1).card
      = 2 / S.card := by
  obtain ⟨h1, h2, -⟩ := single_excitation_counts hV hR hN
  have hv0 : (V.card : ℚ) ≠ 0 := Nat.cast_ne_zero.mpr hv.card_pos.ne'
  rw [h1, h2, Nat.cast_mul, Nat.cast_mul, Nat.cast_ofNat]
  exact mul_div_mul_right _ _ hv0

end MissedExcitations
```

```lean
#print axioms MissedExcitations.mem_single_excitations
-- 'MissedExcitations.mem_single_excitations' depends on axioms: [propext, Classical.choice, Quot.sound]
#print axioms MissedExcitations.single_excitation_counts
-- 'MissedExcitations.single_excitation_counts' depends on axioms: [propext, Classical.choice, Quot.sound]
#print axioms MissedExcitations.reached_fraction
-- 'MissedExcitations.reached_fraction' depends on axioms: [propext, Classical.choice, Quot.sound]
```
